# Canonical commutators give finitely many free photon modes the energy of their quanta plus a zero-point term

A: Take finitely many free field modes with frequencies $w_k>0$, coordinates $q_k$ and momenta $p_k$, where $[q_j,p_k]=i\delta_{jk}$ and all other commutators vanish. With

$$a_k=\frac{w_kq_k+ip_k}{\sqrt{2w_k}},\qquad b_k=\frac{w_kq_k-ip_k}{\sqrt{2w_k}},$$

one has $[a_j,b_k]=\delta_{jk}$ and

$$H=\sum_k\tfrac12(p_k^2+w_k^2q_k^2)=\sum_k w_k\left(b_ka_k+\tfrac12\right).$$

Q: That is a set of oscillators. Where is the electromagnetic field?

A: In a cavity, the free field splits into infinitely many normal modes, of which finitely many are kept here, with $k$ labelling both shape and polarisation. In suitable units, with $\hbar=1$, $q_k$ is the vector-potential amplitude and $p_k$ its conjugate, the electric amplitude up to sign. The commutators are the quantization postulate. The reduction of Maxwell's field to these oscillators is taken from physics and not derived here.

```lean
import Mathlib

open Complex (I)

namespace PhotonModes

noncomputable section

variable {ι A : Type*} [DecidableEq ι] [Ring A] [Algebra ℂ A]

/- Remark. An instance of the relations below, not verified in this file, acts on complex
polynomials in variables `x_k`: for frequencies `w_k > 0` take `q_k = x_k + ∂_k / (2 w_k)` and
`p_k = i w_k x_k - (i/2) ∂_k`. The constant polynomial `1` is then annihilated by every `a_k`. -/

/-- The canonical commutation relations `[q_j, p_k] = i δ_jk`, `[q_j, q_k] = [p_j, p_k] = 0`
for the mode coordinates and momenta of the field. -/
structure CanonicalModes (q p : ι → A) : Prop where
  qp : ∀ j k, q j * p k - p k * q j = (if j = k then I else 0 : ℂ) • (1 : A)
  qq : ∀ j k, q j * q k - q k * q j = 0
  pp : ∀ j k, p j * p k - p k * p j = 0
```

Q: What are the operators in Lean?

A: Elements of any complex algebra `A`, which is not the vector potential. `CanonicalModes q p` is the hypothesis that the three families of commutators hold. The opening comment offers a concrete instance on polynomials, as a remark without a proof.

Q: And your $b_k$ is the textbook $a_k^\dagger$?

A: Yes, when $q_k$ and $p_k$ are self-adjoint. The algebra carries no adjoint, so `create` is defined by its formula.

```lean
/-- The photon annihilation operator `a_k = (w_k q_k + i p_k) / √(2 w_k)`, for `w_k > 0`. -/
def annihilate (w : ι → ℝ) (q p : ι → A) (k : ι) : A :=
  ((√(2 * w k) : ℝ) : ℂ)⁻¹ • ((w k : ℂ) • q k + I • p k)

/-- The photon creation operator `b_k = (w_k q_k - i p_k) / √(2 w_k)`, for `w_k > 0`. -/
def create (w : ι → ℝ) (q p : ι → A) (k : ι) : A :=
  ((√(2 * w k) : ℝ) : ℂ)⁻¹ • ((w k : ℂ) • q k - I • p k)

/-- The field energy `∑ (p_k² + w_k² q_k²) / 2`. -/
def fieldEnergy [Fintype ι] (w : ι → ℝ) (q p : ι → A) : A :=
  ∑ k, (1 / 2 : ℂ) • (p k ^ 2 + (w k : ℂ) ^ 2 • q k ^ 2)
```

Q: Show me the first commutator by hand.

A: Expand it bilinearly:

$$[a_j,b_k]=\frac{w_jw_k[q_j,q_k]-iw_j[q_j,p_k]+iw_k[p_j,q_k]+[p_j,p_k]}{\sqrt{2w_j}\sqrt{2w_k}}.$$

The outer terms vanish and the mixed ones give $(w_j+w_k)\delta_{jk}$. For $j=k$ this is $2w_k/(2w_k)=1$. For $[b_j,b_k]$ the mixed terms give $(w_j-w_k)\delta_{jk}=0$.

In Lean, `commutator_combination` is the bilinear expansion, and `factor_sq` says that the squared prefactor times $2w$ is 1, which uses $w>0$. The next two lemmas write $a_k$ and $b_k$ as linear combinations, and `CanonicalModes.pq` supplies $[p_j,q_k]=-i\delta_{jk}$.

```lean
/-- The commutator of two linear combinations is the combination of the four commutators. -/
theorem commutator_combination (α β γ δ : ℂ) (x y u v : A) :
    (α • x + β • y) * (γ • u + δ • v) - (γ • u + δ • v) * (α • x + β • y) =
      (α * γ) • (x * u - u * x) + (α * δ) • (x * v - v * x) +
      (β * γ) • (y * u - u * y) + (β * δ) • (y * v - v * y) := by
  simp only [add_mul, mul_add, smul_mul_assoc, mul_smul_comm]
  module

private theorem factor_sq {w : ℝ} (hw : 0 < w) :
    ((√(2 * w) : ℝ) : ℂ)⁻¹ * ((√(2 * w) : ℝ) : ℂ)⁻¹ * (2 * (w : ℂ)) = 1 := by
  have hs : ((√(2 * w) : ℝ) : ℂ) * ((√(2 * w) : ℝ) : ℂ) = 2 * (w : ℂ) := by
    exact_mod_cast Real.mul_self_sqrt (by linarith : 0 ≤ 2 * w)
  have h0 : ((√(2 * w) : ℝ) : ℂ) ≠ 0 := by
    exact_mod_cast (Real.sqrt_pos.2 (by linarith : 0 < 2 * w)).ne'
  rw [← hs]
  field_simp

omit [DecidableEq ι] in
private theorem annihilate_eq (w : ι → ℝ) (q p : ι → A) (k : ι) : annihilate w q p k =
    (((√(2 * w k) : ℝ) : ℂ)⁻¹ * w k) • q k + (((√(2 * w k) : ℝ) : ℂ)⁻¹ * I) • p k := by
  unfold annihilate
  module

omit [DecidableEq ι] in
private theorem create_eq (w : ι → ℝ) (q p : ι → A) (k : ι) : create w q p k =
    (((√(2 * w k) : ℝ) : ℂ)⁻¹ * w k) • q k + (-(((√(2 * w k) : ℝ) : ℂ)⁻¹ * I)) • p k := by
  unfold create
  module

private theorem CanonicalModes.pq {q p : ι → A} (h : CanonicalModes q p) (j k : ι) :
    p j * q k - q k * p j = (-(if k = j then I else 0 : ℂ)) • (1 : A) := by
  rw [neg_smul, ← h.qp k j, neg_sub]
```

Q: So the theorems only split into $j=k$ and $j\neq k$?

A: Yes. In `annihilate_create`, the equal case adds the two halves using `factor_sq` and $i^2=-1$. In `create_create`, the equal case is immediate.

```lean
/-- For positive frequencies, the canonical commutation relations give `[a_j, b_k] = δ_jk`. -/
theorem annihilate_create {w : ι → ℝ} {q p : ι → A} (h : CanonicalModes q p)
    (hw : ∀ k, 0 < w k) (j k : ι) :
    annihilate w q p j * create w q p k - create w q p k * annihilate w q p j =
      if j = k then 1 else 0 := by
  rw [annihilate_eq, create_eq, commutator_combination, h.qq, h.pp, h.qp, h.pq]
  by_cases hjk : j = k
  · subst hjk
    simp only [if_true]
    -- the two mixed commutators contribute one half each
    linear_combination (norm := module) (factor_sq (hw j) -
      2 * (((√(2 * w j) : ℝ) : ℂ)⁻¹ * ((√(2 * w j) : ℝ) : ℂ)⁻¹) * (w j : ℂ) *
        Complex.I_sq) • (1 : A)
  · simp [hjk, Ne.symm hjk]

/-- Under the canonical commutation relations, creation operators of any two modes commute. -/
theorem create_create {q p : ι → A} (h : CanonicalModes q p) (w : ι → ℝ) (j k : ι) :
    create w q p j * create w q p k - create w q p k * create w q p j = 0 := by
  by_cases hjk : j = k
  · rw [hjk, sub_self]
  · rw [create_eq, create_eq, commutator_combination, h.qq, h.pp, h.qp, h.pq]
    simp [hjk, Ne.symm hjk]
```

Q: Did you put the zero-point energy in by hand?

A: Not as a separate term. Once $H$ is taken to be $\sum_k\tfrac12(p_k^2+w_k^2q_k^2)$, it comes from operator order:

$$b_ka_k=\frac{w_k^2q_k^2+p_k^2+iw_k(q_kp_k-p_kq_k)}{2w_k}=\frac{p_k^2+w_k^2q_k^2}{2w_k}-\frac12.$$

Multiply by $w_k$, move the constant across and sum over $k$. The Lean proof also works mode by mode: `hc` replaces $q_kp_k$ by $p_kq_k+i$, and `linear_combination` matches the coefficients of $q_k^2$, $p_k^2$ and 1.

```lean
/-- The field energy by modes: for positive frequencies and canonical commutation relations,
`∑ (p_k² + w_k² q_k²) / 2 = ∑ w_k (b_k a_k + 1/2)`. -/
theorem fieldEnergy_by_modes [Fintype ι] {w : ι → ℝ} {q p : ι → A}
    (h : CanonicalModes q p) (hw : ∀ k, 0 < w k) :
    fieldEnergy w q p =
      ∑ k, (w k : ℂ) • (create w q p k * annihilate w q p k + (1 / 2 : ℂ) • (1 : A)) := by
  refine Finset.sum_congr rfl fun k _ => ?_
  -- reordering `q p` produces the zero-point term
  have hc : q k * p k = p k * q k + I • (1 : A) := by
    have := h.qp k k
    rw [if_pos rfl] at this
    rw [← this]
    abel
  have key := factor_sq (hw k)
  rw [annihilate_eq, create_eq]
  generalize ((√(2 * w k) : ℝ) : ℂ)⁻¹ = s at key ⊢
  simp only [add_mul, mul_add, smul_mul_assoc, mul_smul_comm, pow_two, hc]
  linear_combination (norm := module)
    (-((w k : ℂ) ^ 2 / 2) * key) • (q k * q k) +
    ((w k : ℂ) * s ^ 2 * Complex.I_sq - (1 / 2 : ℂ) * key) • (p k * p k) +
    (((w k : ℂ) / 2) * key - (w k : ℂ) ^ 2 * s ^ 2 * Complex.I_sq) • (1 : A)
```

Q: Why call $w_k$ the energy of a photon?

A: Because $b_k$ raises the energy by that amount:

$$[H,b_k]=\sum_j w_j\big(b_j[a_j,b_k]+[b_j,b_k]a_j\big)=w_kb_k.$$

The local identity `term` is this product rule for one summand, and the two commutator theorems leave only $j=k$.

```lean
/-- For positive frequencies and canonical commutation relations, `[H, b_k] = w_k b_k`, with `H` the
field energy. -/
theorem fieldEnergy_create [Fintype ι] {w : ι → ℝ} {q p : ι → A}
    (h : CanonicalModes q p) (hw : ∀ k, 0 < w k) (k : ι) :
    fieldEnergy w q p * create w q p k - create w q p k * fieldEnergy w q p =
      (w k : ℂ) • create w q p k := by
  have term : ∀ (c : ℂ) (a b d : A),
      (c • (b * a + (1 / 2 : ℂ) • (1 : A))) * d - d * (c • (b * a + (1 / 2 : ℂ) • (1 : A))) =
        c • (b * (a * d - d * a) + (b * d - d * b) * a) := by
    intro c a b d
    simp only [add_mul, mul_add, sub_mul, mul_sub, smul_mul_assoc, mul_smul_comm,
      one_mul, mul_one, mul_assoc]
    module
  rw [fieldEnergy_by_modes h hw, Finset.sum_mul, Finset.mul_sum, ← Finset.sum_sub_distrib]
  -- only the mode `k` itself contributes
  simp only [term, annihilate_create h hw, create_create h w]
  simp
```

Q: And actual states?

A: They are vectors in a module `M` on which the algebra acts. If $a_k\Omega=0$ for every $k$, the mode formula gives $H\Omega=\tfrac12\sum_kw_k\,\Omega$. If $H\psi=E\psi$, then

$$Hb_k\psi=b_kH\psi+w_kb_k\psi=(E+w_k)b_k\psi.$$

`photon_energy` repeats this step by induction on a list of modes. The empty list is the vacuum, and a repeated entry means several photons in one mode.

```lean
variable {M : Type*} [AddCommGroup M] [Module ℂ M] [Module A M] [IsScalarTower ℂ A M]

/-- For positive frequencies and canonical commutation relations, a vector `Ω` annihilated by every
`a_k` satisfies `H Ω = (∑ w_k / 2) Ω`. -/
theorem vacuum_energy [Fintype ι] {w : ι → ℝ} {q p : ι → A} (h : CanonicalModes q p)
    (hw : ∀ k, 0 < w k) {Ω : M} (hΩ : ∀ k, annihilate w q p k • Ω = 0) :
    fieldEnergy w q p • Ω = ((∑ k, w k / 2 : ℝ) : ℂ) • Ω := by
  rw [fieldEnergy_by_modes h hw, Finset.sum_smul, Complex.ofReal_sum, Finset.sum_smul]
  refine Finset.sum_congr rfl fun k _ => ?_
  rw [smul_assoc, add_smul, mul_smul, hΩ, smul_zero, zero_add, smul_assoc, one_smul]
  push_cast
  module

/-- For positive frequencies, canonical commutation relations and `Ω` annihilated by every `a_k`,
creating photons in the listed modes gives a vector `ψ` with
`H ψ = (sum of the listed frequencies + ∑ w_k / 2) ψ`. -/
theorem photon_energy [Fintype ι] {w : ι → ℝ} {q p : ι → A} (h : CanonicalModes q p)
    (hw : ∀ k, 0 < w k) {Ω : M} (hΩ : ∀ k, annihilate w q p k • Ω = 0) (l : List ι) :
    fieldEnergy w q p • ((l.map (create w q p)).prod • Ω) =
      (((l.map w).sum + ∑ k, w k / 2 : ℝ) : ℂ) • ((l.map (create w q p)).prod • Ω) := by
  induction l with
  | nil =>
    simp only [List.map_nil, List.prod_nil, List.sum_nil, one_smul, zero_add]
    exact vacuum_energy h hw hΩ
  | cons k l ih =>
    simp only [List.map_cons, List.prod_cons, List.sum_cons, mul_smul]
    generalize (l.map (create w q p)).prod • Ω = x at ih ⊢
    -- move the energy past one creation operator
    have hb := sub_eq_iff_eq_add.1 (fieldEnergy_create h hw k)
    rw [← mul_smul (fieldEnergy w q p) (create w q p k) x, hb, add_smul, smul_assoc,
      mul_smul, ih, smul_comm (create w q p k) _ x]
    generalize create w q p k • x = y
    push_cast
    module

end

end PhotonModes
```

```lean
#print axioms PhotonModes.photon_energy
```

```
'PhotonModes.photon_energy' depends on axioms: [propext, Classical.choice, Quot.sound]
```

Q: Are those vectors normalised, or even nonzero?

A: Neither is claimed. The theorem states the eigenvalue equation, which the zero vector also satisfies, and the existence of a nonzero $\Omega$ is not part of it. In the usual Fock space with normalised $\Omega$, a state with $n_k$ photons in mode $k$ is normalised by dividing by $\prod_k\sqrt{n_k!}$, which leaves its energy unchanged.

Q: Where would I meet this Hamiltonian?

A: It is the free-photon term in cavity-QED models with finitely many modes, where the constant zero-point part is often dropped. The matter and its coupling to the field have to be added separately.
